# The s-wave radial equation from the variable-phase equations, with a bound on the phase

## Reading the phase shift at the edge of the potential

To find the s-wave phase shift of a finite-range potential at a given positive energy, one can integrate a first-order equation for a phase $\delta(r)$ outward from the origin and stop where the potential ends. The value reached there is the phase shift. This step relies on $\delta$, together with an amplitude $A$, really describing a solution of the radial Schrödinger equation.

In Hartree atomic units, for a particle of unit mass with energy $k^2/2$ and $k>0$, that equation is

$$u''+(k^2-2V)\,u=0,\qquad u(0)=0,$$

where $V(r)$ is the potential and $u(r)$ is $r$ times the radial wavefunction. Write $u=A\sin\theta$ with total phase $\theta(r)=kr+\delta(r)$. The variable-phase equations are

$$\delta'=-\frac{2V}{k}\sin^2\theta,\qquad A'=\frac{V}{k}\,A\sin 2\theta,\qquad \delta(0)=0.$$

The initial condition on $\delta$ makes the wave vanish at the origin, as a regular s-wave must.

The same phase fixes the logarithmic derivative $u'/u$, which is compared between all-electron and pseudopotential waves when a pseudopotential is tested. For two nonzero s-waves, each in its own local, continuous potential, equal logarithmic derivatives at the same $k$ and radius mean total phases that agree up to a multiple of $\pi$.

## What is assumed and what follows

The structure `PhaseAmplitude k V δ A` contains the two differential equations and $\delta(0)=0$. It is a hypothesis about given functions: that such $\delta$ and $A$ exist for a general $V$ is assumed, not derived. All functions have type `ℝ → ℝ`, but only $r\ge 0$ matters, because `HasDerivWithinAt … (Ici 0) r` is a derivative taken within $[0,\infty)$. It is one-sided at the origin and the ordinary derivative at $r>0$.

The definition `wave` is $u$, and `slope` is $kA\cos\theta$. For $k>0$ and $V$ continuous on $[0,\infty)$, `variable_phase` states four things:

- The wave vanishes at the origin.
- The derivative of `wave` is `slope`, and the derivative of `slope` is $-(k^2-2V)u$. Together these are the second-order radial equation.
- For every $R\ge 0$, $|\delta(R)|\le \frac{2}{k}\int_0^R|V|\,dr$.
- If $V\le 0$ on $[0,\infty)$, then $\delta$ is nondecreasing there: attraction never pushes the phase back.

The potential is local and continuous on $[0,\infty)$. This excludes the square well, which jumps at its edge. It also excludes the attraction $-Z/r$ of a point nucleus of charge $Z$, and with it the all-electron side of the pseudopotential test mentioned above. There is no centrifugal term. If the potential vanishes beyond some radius, its s-wave bound states have negative energy and so lie outside the range $k>0$. The amplitude may start at zero, in which case $u$ is identically zero; the result on the logarithmic derivative therefore requires $A(0)\ne0$, which selects a nontrivial wave.

## The terms in the potential cancel

The total phase changes at the rate $\theta'=k-\frac{2V}{k}\sin^2\theta$. Using $\sin2\theta=2\sin\theta\cos\theta$,

$$\begin{aligned}
u'&=A'\sin\theta+A\theta'\cos\theta\\
&=\frac{2V}{k}A\sin^2\theta\cos\theta+kA\cos\theta-\frac{2V}{k}A\sin^2\theta\cos\theta\\
&=kA\cos\theta.
\end{aligned}$$

Differentiating once more,

$$\begin{aligned}
u''&=k\left(A'\cos\theta-A\theta'\sin\theta\right)\\
&=2VA\sin\theta\cos^2\theta-k^2A\sin\theta+2VA\sin^3\theta\\
&=-(k^2-2V)\,u,
\end{aligned}$$

where the last step uses $\sin^2\theta+\cos^2\theta=1$. At the origin $\theta(0)=0$, so $u(0)=0$.

## Size and sign of the phase

Integrating the phase equation from $0$ to $R$ gives

$$\delta(R)=-\frac{2}{k}\int_0^R V\sin^2\theta\,dr.$$

Taking absolute values inside the integral and using $\sin^2\theta\le1$ gives the bound. If $V\le0$, the right-hand side of the phase equation is nonnegative, so $\delta$ is nondecreasing.

## Amplitude, logarithmic derivative and the outer region

Put $g=\frac{V}{k}\sin2\theta$, so that $A'=gA$. Then

$$\frac{d}{dr}\left[A(r)\,e^{-\int_0^r g\,dt}\right]=(A'-gA)\,e^{-\int_0^r g\,dt}=0,$$

and hence $A(R)=A(0)\,e^{\int_0^R g\,dt}$. An amplitude that starts nonzero stays nonzero. It then cancels in the ratio

$$\frac{u'}{u}=\frac{kA\cos\theta}{A\sin\theta}=k\cot\theta$$

wherever $\sin\theta\neq0$.

If $V=0$ from radius $R$ on, both $\delta'$ and $A'$ vanish there. For $r\ge R$ the wave is therefore $u(r)=A(R)\sin(kr+\delta(R))$, which is why the phase can be read off at $R$.

## A constant potential solved explicitly

Take $V=k^2/2$, for which the radial equation reduces to $u''=0$. Set $\delta=\arctan(kr)-kr$ and $A=\sqrt{1+(kr)^2}$. Then $\theta=\arctan(kr)$, with

$$\sin\theta=\frac{kr}{\sqrt{1+(kr)^2}},\qquad \cos\theta=\frac{1}{\sqrt{1+(kr)^2}}.$$

Since $2V/k=k$, both equations check directly:

$$\delta'=\frac{k}{1+(kr)^2}-k=-k\sin^2\theta,\qquad
A'=\frac{k^2r}{\sqrt{1+(kr)^2}}=\frac{k}{2}A\sin2\theta.$$

The wave is $u=kr$. The assumptions in `PhaseAmplitude` are thus satisfied by an actual potential and a nonzero wave.

## Starting from the wave

Another model would take a regular solution $u$ with $u'(0)>0$ as given and define $A$ and $\theta$ as polar coordinates of the point $(u'/k,\,u)$, so that $u'/k=A\cos\theta$ and $u=A\sin\theta$. The variable-phase equations would then be conclusions, and the result would cover every such solution. The proof would first have to show that $u$ and $u'$ never vanish together, and then choose the angle continuously through the nodes. Starting from $\delta$ and $A$ avoids both tasks but leaves their existence as a hypothesis.

## The Lean file

```lean
import Mathlib

open Set MeasureTheory

namespace VariablePhase

noncomputable section

/-- The variable-phase equations on `r ≥ 0` for wave number `k ≠ 0` and potential `V`
(atomic units), with phase `δ` vanishing at the origin and amplitude `A`. -/
structure PhaseAmplitude (k : ℝ) (V δ A : ℝ → ℝ) : Prop where
  phase_zero : δ 0 = 0
  phase : ∀ r, 0 ≤ r →
    HasDerivWithinAt δ (-(2 * V r / k) * Real.sin (k * r + δ r) ^ 2) (Ici 0) r
  amplitude : ∀ r, 0 ≤ r →
    HasDerivWithinAt A (V r / k * A r * Real.sin (2 * (k * r + δ r))) (Ici 0) r

/-- The radial wave `u(r) = A(r) sin(kr + δ(r))`. -/
def wave (k : ℝ) (δ A : ℝ → ℝ) (r : ℝ) : ℝ := A r * Real.sin (k * r + δ r)

/-- The function `k A(r) cos(kr + δ(r))`. -/
def slope (k : ℝ) (δ A : ℝ → ℝ) (r : ℝ) : ℝ := k * (A r * Real.cos (k * r + δ r))

variable {k : ℝ} {V δ A : ℝ → ℝ}

/-- The rate of change of the total phase `kr + δ(r)`. -/
theorem angle_deriv (h : PhaseAmplitude k V δ A) {r : ℝ} (hr : 0 ≤ r) :
    HasDerivWithinAt (fun x => k * x + δ x)
      (k + -(2 * V r / k) * Real.sin (k * r + δ r) ^ 2) (Ici 0) r := by
  have h1 : HasDerivWithinAt (fun x : ℝ => k * x) k (Ici 0) r := by
    simpa using ((hasDerivAt_id' r).const_mul k).hasDerivWithinAt (s := Ici 0)
  exact h1.add (h.phase r hr)

/-- The wave has derivative `k A cos(kr + δ)`, and this slope in turn has derivative
`-(k² - 2V) u`: the radial Schrödinger equation. -/
theorem wave_schrodinger (hk : 0 < k) (h : PhaseAmplitude k V δ A) {r : ℝ} (hr : 0 ≤ r) :
    HasDerivWithinAt (wave k δ A) (slope k δ A r) (Ici 0) r ∧
    HasDerivWithinAt (slope k δ A) (-(k ^ 2 - 2 * V r) * wave k δ A r) (Ici 0) r := by
  have hθ := angle_deriv h hr
  constructor
  · -- the two terms containing the potential cancel
    refine ((h.amplitude r hr).mul hθ.sin).congr_deriv ?_
    simp only [slope, Real.sin_two_mul]
    ring
  · refine (((h.amplitude r hr).mul hθ.cos).const_mul k).congr_deriv ?_
    simp only [wave, Real.sin_two_mul]
    have h1 := Real.sin_sq_add_cos_sq (k * r + δ r)
    have h2 : k * k⁻¹ = 1 := mul_inv_cancel₀ hk.ne'
    linear_combination (2 * V r * A r * Real.sin (k * r + δ r) * k * k⁻¹) * h1 +
      (2 * V r * A r * Real.sin (k * r + δ r)) * h2

/-- For `V` continuous on `r ≥ 0`, the accumulated phase is `δ(R) = -(2/k) ∫₀ᴿ V sin²(kr + δ) dr`.
-/
theorem phase_integral (h : PhaseAmplitude k V δ A) (hV : ContinuousOn V (Ici 0))
    {R : ℝ} (hR : 0 ≤ R) :
    δ R = -(2 / k) * ∫ r in (0 : ℝ)..R, V r * Real.sin (k * r + δ r) ^ 2 := by
  have hang : ContinuousOn (fun x => k * x + δ x) (Ici 0) :=
    fun x hx => (angle_deriv h hx).continuousWithinAt
  have hc : ContinuousOn (fun r => -(2 / k) * (V r * Real.sin (k * r + δ r) ^ 2)) (Icc 0 R) :=
    (continuousOn_const.mul (hV.mul ((Real.continuous_sin.comp_continuousOn hang).pow 2))).mono
      Icc_subset_Ici_self
  have hδ : ContinuousOn δ (Icc 0 R) :=
    fun x hx => (h.phase x hx.1).continuousWithinAt.mono Icc_subset_Ici_self
  have hd : ∀ x ∈ Ioo 0 R,
      HasDerivAt δ (-(2 / k) * (V x * Real.sin (k * x + δ x) ^ 2)) x := fun x hx =>
    ((h.phase x hx.1.le).hasDerivAt (Ici_mem_nhds hx.1)).congr_deriv (by ring)
  have key := intervalIntegral.integral_eq_sub_of_hasDerivAt_of_le hR hδ hd
    (hc.intervalIntegrable_of_Icc hR)
  rw [intervalIntegral.integral_const_mul, h.phase_zero, sub_zero] at key
  exact key.symm

/-- **Variable-phase theorem.** Let `k > 0` and let `V` be continuous on `r ≥ 0`. The wave `A sin(kr
+ δ)` vanishes at the origin and solves `u'' + (k² - 2V) u = 0`; the phase obeys `|δ(R)| ≤ (2/k) ∫₀ᴿ
|V|`, and it is nondecreasing if `V ≤ 0`. -/
theorem variable_phase (hk : 0 < k) (h : PhaseAmplitude k V δ A)
    (hV : ContinuousOn V (Ici 0)) :
    wave k δ A 0 = 0 ∧
    (∀ r, 0 ≤ r → HasDerivWithinAt (wave k δ A) (slope k δ A r) (Ici 0) r ∧
      HasDerivWithinAt (slope k δ A) (-(k ^ 2 - 2 * V r) * wave k δ A r) (Ici 0) r) ∧
    (∀ R, 0 ≤ R → |δ R| ≤ 2 / k * ∫ r in (0 : ℝ)..R, |V r|) ∧
    ((∀ r, 0 ≤ r → V r ≤ 0) → MonotoneOn δ (Ici 0)) := by
  refine ⟨by simp [wave, h.phase_zero], fun r hr => wave_schrodinger hk h hr, ?_, ?_⟩
  · intro R hR
    have hang : ContinuousOn (fun x => k * x + δ x) (Ici 0) :=
      fun x hx => (angle_deriv h hx).continuousWithinAt
    have hc : ContinuousOn (fun r => V r * Real.sin (k * r + δ r) ^ 2) (Icc 0 R) :=
      (hV.mul ((Real.continuous_sin.comp_continuousOn hang).pow 2)).mono Icc_subset_Ici_self
    have hVR : ContinuousOn V (Icc 0 R) := hV.mono Icc_subset_Ici_self
    have hpos : 0 < 2 / k := by positivity
    rw [phase_integral h hV hR, abs_mul, abs_neg, abs_of_pos hpos]
    refine mul_le_mul_of_nonneg_left ?_ hpos.le
    refine (intervalIntegral.abs_integral_le_integral_abs hR).trans ?_
    refine intervalIntegral.integral_mono_on hR (hc.abs.intervalIntegrable_of_Icc hR)
      (hVR.abs.intervalIntegrable_of_Icc hR) (fun x _ => ?_)
    -- the squared sine is at most one
    rw [abs_mul, abs_of_nonneg (sq_nonneg (Real.sin (k * x + δ x)))]
    exact mul_le_of_le_one_right (abs_nonneg _) (Real.sin_sq_le_one _)
  · intro hneg
    have hd : ∀ x ∈ interior (Ici (0 : ℝ)),
        HasDerivAt δ (-(2 * V x / k) * Real.sin (k * x + δ x) ^ 2) x := by
      intro x hx
      rw [interior_Ici] at hx
      exact (h.phase x (le_of_lt hx)).hasDerivAt (Ici_mem_nhds hx)
    refine monotoneOn_of_deriv_nonneg (convex_Ici 0)
      (fun x hx => (h.phase x hx).continuousWithinAt)
      (fun x hx => (hd x hx).differentiableAt.differentiableWithinAt) (fun x hx => ?_)
    rw [(hd x hx).deriv]
    have hVx : 2 * V x / k ≤ 0 :=
      div_nonpos_of_nonpos_of_nonneg (by linarith [hneg x (interior_subset hx)]) hk.le
    exact mul_nonneg (by linarith) (sq_nonneg _)

/-- A quantity with continuous relative growth rate `g` on `r ≥ 0` is its initial value times the
exponential of the integrated rate. -/
theorem growth_formula {g : ℝ → ℝ} (hg : ContinuousOn g (Ici 0))
    (hA : ∀ r, 0 ≤ r → HasDerivWithinAt A (g r * A r) (Ici 0) r) {R : ℝ} (hR : 0 ≤ R) :
    A R = A 0 * Real.exp (∫ t in (0 : ℝ)..R, g t) := by
  -- extend the rate continuously to negative radius
  have hG : Continuous (fun t => g (max t 0)) :=
    hg.comp_continuous (continuous_id.max continuous_const) (fun t => le_max_right t 0)
  have hF : ∀ x, HasDerivAt (fun y => ∫ t in (0 : ℝ)..y, g (max t 0)) (g (max x 0)) x :=
    fun x => (hG.integral_hasStrictDerivAt 0 x).hasDerivAt
  have hd : ∀ x, 0 ≤ x → HasDerivWithinAt
      (fun y => A y * Real.exp (-∫ t in (0 : ℝ)..y, g (max t 0))) 0 (Ici 0) x := by
    intro x hx
    refine ((hA x hx).mul (hF x).fun_neg.exp.hasDerivWithinAt).congr_deriv ?_
    rw [max_eq_left hx]
    ring
  have hconst := constant_of_has_deriv_right_zero
    (fun x hx => (hd x hx.1).continuousWithinAt.mono Icc_subset_Ici_self)
    (fun x hx => (hd x hx.1).mono (Ici_subset_Ici.2 hx.1)) R ⟨hR, le_rfl⟩
  have hI : ∫ t in (0 : ℝ)..R, g (max t 0) = ∫ t in (0 : ℝ)..R, g t := by
    refine intervalIntegral.integral_congr (fun t ht => ?_)
    rw [uIcc_of_le hR] at ht
    simp only [max_eq_left ht.1]
  simp only [intervalIntegral.integral_same, neg_zero, Real.exp_zero, mul_one] at hconst
  rw [hI] at hconst
  rw [← hconst, mul_assoc, ← Real.exp_add, neg_add_cancel, Real.exp_zero, mul_one]

/-- If `V` is continuous on `r ≥ 0` and `A(0) ≠ 0`, the logarithmic derivative of the wave is `k
cot(kr + δ(r))` wherever `sin(kr + δ(r)) ≠ 0`. -/
theorem log_derivative (hk : 0 < k) (h : PhaseAmplitude k V δ A)
    (hV : ContinuousOn V (Ici 0)) (hA : A 0 ≠ 0) {r : ℝ} (hr : 0 ≤ r)
    (hs : Real.sin (k * r + δ r) ≠ 0) :
    HasDerivWithinAt (fun x => Real.log (wave k δ A x))
      (k * (Real.cos (k * r + δ r) / Real.sin (k * r + δ r))) (Ici 0) r := by
  have hang : ContinuousOn (fun x => k * x + δ x) (Ici 0) :=
    fun x hx => (angle_deriv h hx).continuousWithinAt
  have hg : ContinuousOn (fun t => V t / k * Real.sin (2 * (k * t + δ t))) (Ici 0) :=
    (hV.div_const k).mul (Real.continuous_sin.comp_continuousOn (continuousOn_const.mul hang))
  -- the amplitude never vanishes
  have hAr : A r ≠ 0 := by
    rw [growth_formula hg (fun x hx => (h.amplitude x hx).congr_deriv (by ring)) hr]
    exact mul_ne_zero hA (Real.exp_ne_zero _)
  refine ((wave_schrodinger hk h hr).1.log (mul_ne_zero hAr hs)).congr_deriv ?_
  simp only [slope, wave]
  rw [mul_div_assoc, mul_div_mul_left _ _ hAr]

/-- If the potential vanishes from radius `R` on, the wave there is the shifted sine
`A(R) sin(kr + δ(R))`. -/
theorem wave_outside (h : PhaseAmplitude k V δ A) {R r : ℝ} (hR : 0 ≤ R)
    (hV : ∀ x, R ≤ x → V x = 0) (hr : R ≤ r) :
    wave k δ A r = A R * Real.sin (k * r + δ R) := by
  have hsub : Icc R r ⊆ Ici 0 := fun x hx => hR.trans hx.1
  have hδ : δ r = δ R := constant_of_has_deriv_right_zero
    (fun x hx => (h.phase x (hsub hx)).continuousWithinAt.mono hsub)
    (fun x hx => ((h.phase x (hR.trans hx.1)).mono
      (Ici_subset_Ici.2 (hR.trans hx.1))).congr_deriv (by simp [hV x hx.1])) r ⟨hr, le_rfl⟩
  have hA : A r = A R := constant_of_has_deriv_right_zero
    (fun x hx => (h.amplitude x (hsub hx)).continuousWithinAt.mono hsub)
    (fun x hx => ((h.amplitude x (hR.trans hx.1)).mono
      (Ici_subset_Ici.2 (hR.trans hx.1))).congr_deriv (by simp [hV x hx.1])) r ⟨hr, le_rfl⟩
  rw [wave, hδ, hA]

/-- For the constant potential `V = k²/2`, the phase `arctan(kr) - kr` and the amplitude
`√(1 + (kr)²)` satisfy the variable-phase equations. -/
theorem phaseAmplitude_witness (hk : 0 < k) :
    PhaseAmplitude k (fun _ => k ^ 2 / 2) (fun r => Real.arctan (k * r) - k * r)
      (fun r => Real.sqrt (1 + (k * r) ^ 2)) := by
  have hlin : ∀ r : ℝ, HasDerivAt (fun x : ℝ => k * x) k r := fun r => by
    simpa using (hasDerivAt_id' r).const_mul k
  refine ⟨by simp, fun r _ => ?_, fun r _ => ?_⟩
  · refine ((hlin r).arctan.fun_sub (hlin r)).hasDerivWithinAt.congr_deriv ?_
    have hq : (1 + (k * r) ^ 2) * (1 + (k * r) ^ 2)⁻¹ = 1 := mul_inv_cancel₀ (by positivity)
    have hc : 2 * (k ^ 2 / 2) / k = k := by field_simp
    rw [hc, add_sub_cancel, Real.sin_arctan, div_pow, Real.sq_sqrt (by positivity)]
    linear_combination k * hq
  · have hin : HasDerivAt (fun x : ℝ => 1 + (k * x) ^ 2) (2 * k ^ 2 * r) r :=
      (((hlin r).fun_pow 2).const_add 1).congr_deriv (by norm_num; ring)
    have hne : 1 + (k * r) ^ 2 ≠ 0 := by positivity
    refine (hin.sqrt hne).hasDerivWithinAt.congr_deriv ?_
    have hs : Real.sqrt (1 + (k * r) ^ 2) ≠ 0 := by positivity
    rw [add_sub_cancel, Real.sin_two_mul, Real.sin_arctan, Real.cos_arctan]
    field_simp

end

end VariablePhase
```

```lean
#print axioms VariablePhase.variable_phase
-- 'VariablePhase.variable_phase' depends on axioms: [propext, Classical.choice, Quot.sound]
#print axioms VariablePhase.log_derivative
-- 'VariablePhase.log_derivative' depends on axioms: [propext, Classical.choice, Quot.sound]
#print axioms VariablePhase.wave_outside
-- 'VariablePhase.wave_outside' depends on axioms: [propext, Classical.choice, Quot.sound]
```

## How the proof follows the calculation

`angle_deriv` is the formula for $\theta'$. In `wave_schrodinger`, the product and chain rules produce raw derivatives, and `congr_deriv` reduces the claim to an algebraic identity between the raw and the desired expression. After the double-angle formula, `ring` performs the cancellation in $u'$. For $u''$, `linear_combination` supplies the two facts needed: $\sin^2\theta+\cos^2\theta=1$ and $k\,k^{-1}=1$.

`phase_integral` applies the fundamental theorem of calculus on $[0,R]$. Continuity of $V$ and $\theta$ makes the integrand integrable, and $\delta(0)=0$ removes the boundary term. In `variable_phase`, the bound comes from moving the absolute value inside the integral with `abs_integral_le_integral_abs` and comparing integrands with `integral_mono_on`. Monotonicity comes from `monotoneOn_of_deriv_nonneg`, which needs the sign of $\delta'$ only at $r>0$, together with continuity on $[0,\infty)$.

`growth_formula` is the integrating-factor argument. It replaces $g(t)$ by `g (max t 0)`, a continuous function on the whole line, so that its integral can be differentiated at the origin too; for $t\ge0$ nothing changes. A continuous function with zero right derivative is constant, by `constant_of_has_deriv_right_zero`, and this gives the exponential formula.

`log_derivative` uses that formula to show $A(r)\ne0$, then differentiates `Real.log` of the wave and cancels the amplitude. Lean's real logarithm of a negative number is $\log|u|$, so the result also holds where the wave is negative.

`wave_outside` applies the constancy lemma to $\delta$ and to $A$ on $[R,r]$. Finally, `phaseAmplitude_witness` carries out the constant-potential check, with `Real.sin_arctan` and `Real.cos_arctan` providing the two expressions for $\sin\theta$ and $\cos\theta$.
